# Quadratic field scaling of the dipole strength induced on a forbidden line, for finitely many levels

To estimate how strongly a weak static field opens a dipole-forbidden clock line, one evaluates a sum over intermediate levels at zero field, takes its squared modulus and multiplies by the square of the field. This step rests on a limit, proved here for finitely many levels, a lower clock state that is held fixed, and an upper clock state that is non-degenerate and connects continuously to its zero-field form. In such a model, the limit also lets a sum over states be checked against a direct diagonalisation at small field.

## Finitely many levels, coupled linearly to the field

Let $k$ run over a finite set of levels with real energies $E_k$, and let $g$ be the level whose decay or excitation is forbidden. A static field of strength $b$ couples the levels through a matrix $V$, so that

$$H(b)=H_0+bV,\qquad H_0=\mathrm{diag}(E_k).$$

Write $\psi(b)$ for the state in the field, with components $\psi_k(b)$, and $\varepsilon(b)$ for its energy. The other state of the transition, $f$, enters only through a fixed vector $d$ with $\overline{d_k}=\langle f|D|k\rangle$, where $D$ is one component of the dipole operator. The transition amplitude is $\langle d,\psi\rangle=\sum_k\overline{d_k}\,\psi_k$. The claim is

$$\frac{|\langle d,\psi(b)\rangle|^2}{b^2}\longrightarrow |A|^2,\qquad A=\sum_{k\ne g}\frac{\overline{d_k}\,V_{kg}}{E_g-E_k},$$

as $b\to0$ through nonzero values of either sign. If $A=0$, the induced strength vanishes faster than $b^2$.

```lean
import Mathlib

open Matrix Filter Topology

namespace FieldInducedClockTransition

noncomputable section

variable {n : Type*} [Fintype n] [DecidableEq n]

/-- The Hamiltonian `H0 + b V` of an atom with bare energies `E` in a static field of
strength `b`, which couples the levels through `V`. -/
def fieldHamiltonian (E : n → ℝ) (V : Matrix n n ℂ) (b : ℝ) : Matrix n n ℂ :=
  Matrix.diagonal (fun k => (E k : ℂ)) + (b : ℂ) • V
```

In Lean the levels form a finite type `n`, and `fieldHamiltonian` is $H(b)$. `DressedBranch` collects the assumptions on $\psi$ and $\varepsilon$, with `Pi.single g 1` as the unit vector $e_g$. `dipoleAmplitude` is $\langle d,\psi\rangle$, conjugated in $d$, and `inducedAmplitude` is $A$.

```lean
/-- A family of states `ψ b` with energies `ε b` that solves the eigenvalue equation at small
nonzero field and goes over continuously into the bare level `g` at zero field. -/
structure DressedBranch (E : n → ℝ) (V : Matrix n n ℂ) (g : n)
    (ψ : ℝ → n → ℂ) (ε : ℝ → ℂ) : Prop where
  eigen : ∀ᶠ b in 𝓝[≠] (0 : ℝ), fieldHamiltonian E V b *ᵥ ψ b = ε b • ψ b
  cont : ContinuousAt ψ 0
  start : ψ 0 = Pi.single g 1

/-- The transition amplitude `<d, φ>` of the state `φ` for the dipole vector `d`. -/
def dipoleAmplitude (d φ : n → ℂ) : ℂ := star d ⬝ᵥ φ

/-- The amplitude per unit field that level `g` borrows from the other levels, for `E k ≠ E g`
whenever `k ≠ g`. -/
def inducedAmplitude (E : n → ℝ) (V : Matrix n n ℂ) (g : n) (d : n → ℂ) : ℂ :=
  ∑ k ∈ Finset.univ.erase g, star (d k) * V k g / ((E g : ℂ) - E k)
```

The model leaves out the continuum, terms of second order in the field within $H(b)$, and any change of $f$ in the field. A first-order change of $f$ can contribute to the amplitude at the same order in $b$ as the change of $\psi$, and the limit may then differ from $|A|^2$. The word "rate" stands for the squared amplitude, without the frequency factor and constants of an emission rate. $V$ need not be Hermitian and $\varepsilon$ may be complex; an ordinary static perturbation, with Hermitian $V$ and real energies, is a special case.

## An eigenstate at every small nonzero field

The field `eigen` says that $\psi(b)$ solves the eigenvalue equation of $H(b)$ at every small nonzero field. For Hermitian $V$, it describes a stationary state of the atom in the static field. By hand, the equation $H(b)\psi=\varepsilon\psi$ is read along the bare level $k$:

$$E_k\psi_k+b\,(V\psi)_k=\varepsilon\,\psi_k .$$

`eigen_component` is this line, obtained by evaluating the vector equation at `k`. Both the energy and the mixing coefficients come from it.

```lean
variable {E : n → ℝ} {V : Matrix n n ℂ} {g : n} {ψ : ℝ → n → ℂ} {ε : ℝ → ℂ}

/-- The eigenvalue equation in the field, written for the component along the bare level `k`. -/
theorem eigen_component {b : ℝ} {φ : n → ℂ} {e : ℂ}
    (h : fieldHamiltonian E V b *ᵥ φ = e • φ) (k : n) :
    (E k : ℂ) * φ k + b * (V *ᵥ φ) k = e * φ k := by
  have hk := congrFun h k
  rw [fieldHamiltonian, Matrix.add_mulVec, Matrix.smul_mulVec] at hk
  simpa only [Pi.add_apply, Pi.smul_apply, smul_eq_mul, Matrix.mulVec_diagonal] using hk
```

Without the eigenvalue equation, $\psi(b)$ could be any continuous curve through $e_g$. The constant curve would give the limit zero, and an admixture growing like $\sqrt{|b|}$ in a level with $d_k\neq0$ could make the quotient diverge.

The existence of the branch is assumed in the general theorems, not derived.

## A continuous return to the bare level

The fields `cont` and `start` say that the state goes over into $e_g$ when the field is switched off. By hand, this gives $\psi_k(b)\to\delta_{kg}$, and therefore

$$(V\psi(b))_k=\sum_j V_{kj}\psi_j(b)\to V_{kg}.$$

`tendsto_components` proves both limits. It splits the limit of the vector into limits of its components, then adds finitely many of them.

```lean
/-- As the field is switched off, each component of the dressed state tends to that of the
bare level, and the coupling `V ψ` tends to column `g` of `V`. -/
theorem DressedBranch.tendsto_components (h : DressedBranch E V g ψ ε) (k : n) :
    Tendsto (fun b => ψ b k) (𝓝[≠] 0) (𝓝 ((Pi.single g 1 : n → ℂ) k)) ∧
    Tendsto (fun b => (V *ᵥ ψ b) k) (𝓝[≠] 0) (𝓝 (V k g)) := by
  have h0 : Tendsto ψ (𝓝[≠] 0) (𝓝 (Pi.single g 1)) := by
    rw [← h.start]
    exact h.cont.tendsto.mono_left nhdsWithin_le_nhds
  have hψ := tendsto_pi_nhds.1 h0
  refine ⟨hψ k, ?_⟩
  have hs := tendsto_finsetSum Finset.univ (fun j _ => (hψ j).const_mul (V k j))
  simpa [Matrix.mulVec, dotProduct, Pi.single_apply] using hs
```

The component along $g$ now fixes the energy. Since $\psi_g\to1$, it is nonzero at small field, and

$$\varepsilon=E_g+\frac{b\,(V\psi)_g}{\psi_g}\longrightarrow E_g .$$

`tendsto_energy` follows this calculation, so the limit of the energy is a consequence and not a separate assumption. The value $\varepsilon(0)$ itself is left free and plays no part.

```lean
/-- The energy of the dressed state tends to the bare energy of level `g` as the field is
switched off. -/
theorem DressedBranch.tendsto_energy (h : DressedBranch E V g ψ ε) :
    Tendsto ε (𝓝[≠] 0) (𝓝 (E g : ℂ)) := by
  have hg : Tendsto (fun b => ψ b g) (𝓝[≠] 0) (𝓝 1) := by
    simpa using (h.tendsto_components g).1
  have hb : Tendsto (fun b : ℝ => (b : ℂ)) (𝓝[≠] 0) (𝓝 0) := by
    have h1 := (Complex.continuous_ofReal.tendsto (0 : ℝ)).mono_left
      (nhdsWithin_le_nhds (s := {0}ᶜ))
    simpa using h1
  have hlim := ((hb.mul (h.tendsto_components g).2).div hg one_ne_zero).const_add (E g : ℂ)
  rw [zero_mul, zero_div, add_zero] at hlim
  refine hlim.congr' ?_
  -- solve the component along `g` for the energy
  filter_upwards [h.eigen, hg.eventually_ne one_ne_zero] with b hb1 hb2
  have hc := eigen_component hb1 g
  apply mul_right_cancel₀ hb2
  rw [← hc, add_mul]
  congr 1
  exact div_mul_cancel₀ _ hb2
```

Without continuity, $\psi(b)$ could jump to the eigenstate of another level as soon as the field is on. If that level is non-degenerate with $d_k\neq0$, and the states have unit norm, the amplitude stays away from zero and the quotient diverges. If the branch started from $c\,e_g$ with $c\neq0$, the limit of the quotient would be multiplied by $|c|^2$, a factor that division by the squared norm removes.

## No other level at the energy of $g$

The hypothesis `hE` requires $E_k\neq E_g$ for every $k\neq g$. Other levels may be degenerate among themselves. By hand, the component equation for such a $k$ is rearranged to $(\varepsilon-E_k)\psi_k=b\,(V\psi)_k$. Because $\varepsilon-E_k\to E_g-E_k\neq0$, division is allowed at small nonzero field, and

$$\frac{\psi_k}{b}=\frac{(V\psi)_k}{\varepsilon-E_k}\longrightarrow\frac{V_{kg}}{E_g-E_k}.$$

This is the first-order mixing coefficient, and `tendsto_mixing` proves it one level at a time.

```lean
/-- First-order mixing: the component along a level `k` with `E k ≠ E g`, divided by the field,
tends to `V k g / (E g - E k)`. -/
theorem DressedBranch.tendsto_mixing (h : DressedBranch E V g ψ ε) {k : n}
    (hk : E k ≠ E g) :
    Tendsto (fun b : ℝ => ψ b k / (b : ℂ)) (𝓝[≠] 0) (𝓝 (V k g / ((E g : ℂ) - E k))) := by
  have hne : (E g : ℂ) ≠ E k := fun h' => hk (Complex.ofReal_injective h').symm
  have hlim := (h.tendsto_components k).2.div (h.tendsto_energy.sub_const (E k : ℂ))
    (sub_ne_zero.2 hne)
  refine hlim.congr' ?_
  filter_upwards [h.eigen, h.tendsto_energy.eventually_ne hne, self_mem_nhdsWithin]
    with b hb1 hb2 hb3
  have hb0 : (b : ℂ) ≠ 0 := Complex.ofReal_ne_zero.2 hb3
  have hc := eigen_component hb1 k
  change (V *ᵥ ψ b) k / (ε b - E k) = ψ b k / (b : ℂ)
  rw [div_eq_div_iff (sub_ne_zero.2 hb2) hb0]
  linear_combination hc
```

The proof turns on the combination of `Tendsto.congr'` and `filter_upwards`. Lean first takes the limit of the right-hand quotient, whose numerator and denominator both have known limits. `congr'` then carries this limit over to $\psi_k/b$, provided that the two expressions agree at all sufficiently small nonzero $b$. `filter_upwards` collects what is true there: the eigenvalue equation, $\varepsilon\neq E_k$, and $b\neq0$. The second fact comes from `eventually_ne`, since a function with a limit other than $E_k$ eventually avoids $E_k$. What remains is algebra at a single field value, closed by `linear_combination` from the component equation. The energy limit is proved in the same way.

Without `hE`, the field can mix levels at zeroth order. Take two levels of equal energy with $V_{01}=V_{10}=1$ and zero diagonal. At every nonzero field the eigenvectors are multiples of $(1,\pm1)$, so no branch returns to $e_0$.

## No dipole strength in $g$ itself

The hypothesis `hd : d g = 0` says that the line is dipole-forbidden at zero field. By hand, it removes the one term that is not of first order in $b$:

$$\frac{\langle d,\psi\rangle}{b}=\sum_{k\ne g}\overline{d_k}\,\frac{\psi_k}{b}\longrightarrow A .$$

Taking the squared modulus gives the claim. In `clock_rate_quadratic`, `hs` is the sum of the mixing limits, `e1` uses `hd` to recognise that sum as the full amplitude divided by $b$, and `e2` identifies the limit with $A$. The last lines take the norm and square it.

```lean
/-- Quadratic clock rate: if level `g` has no dipole amplitude of its own and no other level has the
same bare energy, the squared amplitude of the dressed state divided by `b ^ 2` tends to the squared
modulus of the induced amplitude. -/
theorem clock_rate_quadratic (h : DressedBranch E V g ψ ε) (hE : ∀ k, k ≠ g → E k ≠ E g)
    {d : n → ℂ} (hd : d g = 0) :
    Tendsto (fun b : ℝ => ‖dipoleAmplitude d (ψ b)‖ ^ 2 / b ^ 2) (𝓝[≠] 0)
      (𝓝 (‖inducedAmplitude E V g d‖ ^ 2)) := by
  have hs := tendsto_finsetSum (Finset.univ.erase g) (fun k hk =>
    (h.tendsto_mixing (hE k (Finset.ne_of_mem_erase hk))).const_mul (star (d k)))
  -- the forbidden component `g` drops out of the dipole amplitude
  have e1 : ∀ b : ℝ, ∑ k ∈ Finset.univ.erase g, star (d k) * (ψ b k / (b : ℂ))
      = dipoleAmplitude d (ψ b) / (b : ℂ) := by
    intro b
    rw [Finset.sum_erase _ (by simp [hd])]
    simp only [dipoleAmplitude, dotProduct, Pi.star_apply, Finset.sum_div, mul_div_assoc]
  have e2 : ∑ k ∈ Finset.univ.erase g, star (d k) * (V k g / ((E g : ℂ) - E k))
      = inducedAmplitude E V g d := by
    simp only [inducedAmplitude, mul_div_assoc]
  simp only [e1] at hs
  rw [e2] at hs
  refine (hs.norm.pow 2).congr fun b => ?_
  rw [norm_div, div_pow, Complex.norm_real, Real.norm_eq_abs, sq_abs]
```

Without `hd`, the amplitude tends to $\overline{d_g}\neq0$, and the quotient grows like $|d_g|^2/b^2$. The line is then allowed from the start.

## Unit norm, which is not required

A transition probability refers to a unit vector, but `DressedBranch` fixes the norm only at $b=0$. `clock_rate_normalised` therefore divides by $\sum_k|\psi_k|^2$. This sum tends to $1$, so the limit is unchanged.

```lean
/-- Under the assumptions of `clock_rate_quadratic`, the same limit holds when the squared amplitude
divided by `b ^ 2` is also divided by the squared norm of the dressed state. -/
theorem clock_rate_normalised (h : DressedBranch E V g ψ ε) (hE : ∀ k, k ≠ g → E k ≠ E g)
    {d : n → ℂ} (hd : d g = 0) :
    Tendsto (fun b : ℝ => ‖dipoleAmplitude d (ψ b)‖ ^ 2 / b ^ 2 / ∑ k, ‖ψ b k‖ ^ 2)
      (𝓝[≠] 0) (𝓝 (‖inducedAmplitude E V g d‖ ^ 2)) := by
  have hn := tendsto_finsetSum Finset.univ
    (fun k _ => (h.tendsto_components k).1.norm.pow 2)
  have h1 : ∑ k, ‖(Pi.single g 1 : n → ℂ) k‖ ^ 2 = 1 := by
    rw [Finset.sum_eq_single g]
    · simp
    · intro k _ hk
      simp [hk]
    · simp
  rw [h1] at hn
  have hlim := (clock_rate_quadratic h hE hd).div hn one_ne_zero
  rw [div_one] at hlim
  exact hlim
```

The same physics can be stated with $\psi$ and $\varepsilon$ differentiable at $b=0$. Differentiating the eigenvalue equation then gives $\psi_k'(0)=V_{kg}/(E_g-E_k)$ for $k\neq g$ directly, which is closer to textbook perturbation theory. That version would exclude such a branch once it is multiplied by a factor that equals $1$ at zero field and is continuous but not differentiable there, although such a factor doesn't change the state physically. The continuous version includes it.

## A single level that lends its strength

If only one level $m\neq g$ has a nonzero dipole component, the sum reduces to one term and the limit is

$$\frac{|d_m|^2\,|V_{mg}|^2}{(E_g-E_m)^2}.$$

In an alkaline-earth-like atom without nuclear spin, placed in a static magnetic field along the quantisation axis, $g$ can stand for $^3P_0$ and $m$ for the $m_J=0$ sublevel of $^3P_1$, in a model that neglects the dipole strength of all other levels. `clock_rate_single_level` keeps `hE` for every level and replaces `hd` by the condition that $d_k=0$ for all $k\neq m$, which includes $k=g$.

```lean
/-- If a single level `m` other than `g` carries the dipole strength, and no level other than `g`
has the bare energy of `g`, the squared amplitude divided by `b ^ 2` tends to `|d m|² |V m g|² / (E
g - E m)²`. -/
theorem clock_rate_single_level (h : DressedBranch E V g ψ ε)
    (hE : ∀ k, k ≠ g → E k ≠ E g) {d : n → ℂ} {m : n} (hm : m ≠ g)
    (hd : ∀ k, k ≠ m → d k = 0) :
    Tendsto (fun b : ℝ => ‖dipoleAmplitude d (ψ b)‖ ^ 2 / b ^ 2) (𝓝[≠] 0)
      (𝓝 (‖d m‖ ^ 2 * ‖V m g‖ ^ 2 / (E g - E m) ^ 2)) := by
  have hA : inducedAmplitude E V g d = star (d m) * V m g / ((E g : ℂ) - E m) := by
    unfold inducedAmplitude
    apply Finset.sum_eq_single m
    · intro k _ hk
      simp [hd k hk]
    · intro hmem
      exact absurd (Finset.mem_erase.2 ⟨hm, Finset.mem_univ m⟩) hmem
  have hlim := clock_rate_quadratic h hE (hd g hm.symm)
  rwa [hA, norm_div, norm_mul, norm_star, ← Complex.ofReal_sub, Complex.norm_real,
    Real.norm_eq_abs, div_pow, mul_pow, sq_abs] at hlim
```

## A two-level atom that meets the assumptions

Take $g$ as level $0$ with energy $0$, and one other level $1$ with energy $\Delta>0$, with $V_{01}=V_{10}=1$ and zero diagonal. The lower clock state $f$ is a third state outside this pair. For a state $(1,t)$, the first component of the eigenvalue equation gives $\varepsilon=bt$, and the second becomes $b+\Delta t=bt^2$. The root that vanishes with the field is

$$t(b)=\frac{-2b}{\Delta+R},\qquad R=\sqrt{\Delta^2+4b^2}.$$

To check it, multiply the quadratic equation by $(\Delta+R)^2$ and insert $t(\Delta+R)=-2b$. What is left is $b(R^2-\Delta^2)=4b^3$, which holds by the definition of $R$.

```lean
/-- The ratio of the upper to the lower component in the eigenstate that starts from the lower
level, for a two-level atom with gap `Δ > 0` and unit coupling to the field `b`. -/
def twoLevelMixing (Δ b : ℝ) : ℝ := -2 * b / (Δ + √(Δ ^ 2 + 4 * b ^ 2))
```

`dressedBranch_witness` proves the quadratic equation for $t$ as `key`, then checks both components, continuity, the starting vector and the difference of the two bare energies. The denominator is positive at every $b$, which gives continuity.

```lean
/-- The two-level atom with gap `Δ > 0` has an explicit dressed branch that starts from its
lower level, and its two bare energies differ. -/
theorem dressedBranch_witness {Δ : ℝ} (hΔ : 0 < Δ) :
    DressedBranch ![0, Δ] !![0, 1; 1, 0] 0 (fun b => ![1, (twoLevelMixing Δ b : ℂ)])
      (fun b => (b : ℂ) * twoLevelMixing Δ b) ∧
    ∀ k : Fin 2, k ≠ 0 → ![0, Δ] k ≠ ![0, Δ] 0 := by
  have hD : ∀ b : ℝ, Δ + √(Δ ^ 2 + 4 * b ^ 2) ≠ 0 := fun b => by positivity
  -- the quadratic equation for the admixture
  have key : ∀ b : ℝ, b + Δ * twoLevelMixing Δ b = b * twoLevelMixing Δ b ^ 2 := by
    intro b
    have ht : twoLevelMixing Δ b * (Δ + √(Δ ^ 2 + 4 * b ^ 2)) = -2 * b :=
      div_mul_cancel₀ _ (hD b)
    have hs : √(Δ ^ 2 + 4 * b ^ 2) ^ 2 = Δ ^ 2 + 4 * b ^ 2 := Real.sq_sqrt (by positivity)
    apply mul_right_cancel₀ (pow_ne_zero 2 (hD b))
    linear_combination (Δ * (Δ + √(Δ ^ 2 + 4 * b ^ 2))
      - b * (twoLevelMixing Δ b * (Δ + √(Δ ^ 2 + 4 * b ^ 2)) - 2 * b)) * ht + b * hs
  have hc : Continuous (fun b => twoLevelMixing Δ b) := by
    unfold twoLevelMixing
    exact Continuous.div (by fun_prop) (by fun_prop) hD
  refine ⟨⟨Eventually.of_forall fun b => ?_, ?_, ?_⟩, ?_⟩
  · have hk : (b : ℂ) + Δ * twoLevelMixing Δ b = b * (twoLevelMixing Δ b : ℂ) ^ 2 := by
      exact_mod_cast key b
    ext i
    fin_cases i
    · simp [fieldHamiltonian, Matrix.mulVec, dotProduct, Fin.sum_univ_two,
        Matrix.diagonal_apply]
    · simp [fieldHamiltonian, Matrix.mulVec, dotProduct, Fin.sum_univ_two,
        Matrix.diagonal_apply]
      linear_combination hk
  · refine continuousAt_pi.2 fun i => ?_
    fin_cases i
    · exact continuousAt_const
    · exact (Complex.continuous_ofReal.comp hc).continuousAt
  · ext i
    fin_cases i <;> simp [twoLevelMixing]
  · intro k hk
    fin_cases k
    · exact absurd rfl hk
    · simpa using hΔ.ne'

end

end FieldInducedClockTransition
```

The vector $(1,t)$ is not normalised. The population of the upper level in the corresponding unit vector is

$$\frac{t^2}{1+t^2}=\frac{2b^2}{R(\Delta+R)}.$$

Divided by $b^2$, it tends to $1/\Delta^2$, in agreement with the single-level formula for $d=(0,1)$.

```lean
#print axioms FieldInducedClockTransition.clock_rate_quadratic
#print axioms FieldInducedClockTransition.clock_rate_normalised
#print axioms FieldInducedClockTransition.clock_rate_single_level
```

```
'FieldInducedClockTransition.clock_rate_quadratic' depends on axioms: [propext, Classical.choice, Quot.sound]
'FieldInducedClockTransition.clock_rate_normalised' depends on axioms: [propext, Classical.choice, Quot.sound]
'FieldInducedClockTransition.clock_rate_single_level' depends on axioms: [propext, Classical.choice, Quot.sound]
```
